# The entries of a real matrix's powers as sums over an orthonormal eigenbasis

The theorem `spectral_pow` concerns a finite, real N×N matrix A with N orthonormal eigenvectors vᵢ and eigenvalues xᵢ. It states that, for every natural number k, the (m, n) entry of Aᵏ is the sum over i of xᵢᵏ vᵢ(m) vᵢ(n), which is the spectral decomposition of Aᵏ written in components. The proof is by induction on k. At k = 0 the claim is the completeness relation, which the attempt gets from orthonormality by reversing a product of square matrices equal to the identity; the step to k + 1 takes one factor of A out of the power and uses the eigenvalue equation.

This version doesn't compile in Lean 4 with Mathlib:

```lean
import Mathlib

open Matrix

namespace JacobiDVR

noncomputable section

/-- The vectors `v i` are orthonormal eigenvectors of `A` with eigenvalues `x i`. -/
structure IsEigenbasis {N : ℕ} (A : Matrix (Fin N) (Fin N) ℝ) (x : Fin N → ℝ)
    (v : Fin N → Fin N → ℝ) : Prop where
  eigen : ∀ i, A *ᵥ v i = x i • v i
  ortho : ∀ i j, v i ⬝ᵥ v j = if i = j then 1 else 0

variable {N : ℕ} (a b : ℕ → ℝ)

/-- For a matrix with an orthonormal eigenbasis, the entries of its powers are sums over eigenvalues
and eigenvector components. -/
theorem spectral_pow {A : Matrix (Fin N) (Fin N) ℝ} {x : Fin N → ℝ}
    {v : Fin N → Fin N → ℝ} (h : IsEigenbasis A x v) (k : ℕ) (m n : Fin N) :
    ∑ i, x i ^ k * (v i m * v i n) = (A ^ k) m n := by
  induction k generalizing m with
  | zero =>
    -- orthonormal rows of a square matrix give orthonormal columns
    have h1 : Matrix.of v * (Matrix.of v)ᵀ = 1 := by
      ext i j
      rw [Matrix.one_apply]
      exact h.ortho i j
    have h2 := congrFun (congrFun (mul_eq_one_comm.mp h1) m) n
    simpa [Matrix.mul_apply] using h2
  | succ k ih =>
    rw [pow_succ', Matrix.mul_apply]
    simp_rw [← ih, Finset.mul_sum]
    rw [Finset.sum_comm]
    refine Finset.sum_congr rfl fun i _ => ?_
    have he : ∑ l, A m l * v i l = x i * v i m := congrFun (h.eigen i) m
    calc x i ^ (k + 1) * (v i m * v i n)
        = (∑ l, A m l * v i l) * (x i ^ k * v i n) := by rw [he]; ring
      _ = _ := by
        rw [Finset.sum_mul]
        exact Finset.sum_congr rfl fun l _ => by ring

end

end JacobiDVR
```

Compiling this gives:

```
Main.lean:29:24: error: Application type mismatch: The argument
  congrFun (mul_eq_one_comm.mp ?m.95) m
has type
  (?m.92 * ?m.91) m = 1 m
but is expected to have type
  ?m.82 = ?m.83
in the application
  congrFun (congrFun (mul_eq_one_comm.mp ?m.95) m)
```

This version goes through:

```diff
@@ -27,5 +27,6 @@
       rw [Matrix.one_apply]
       exact h.ortho i j
-    have h2 := congrFun (congrFun (mul_eq_one_comm.mp h1) m) n
+    have h3 : (Matrix.of v)ᵀ * Matrix.of v = 1 := mul_eq_one_comm.mp h1
+    have h2 := congrArg (fun M : Matrix (Fin N) (Fin N) ℝ => M m n) h3
     simpa [Matrix.mul_apply] using h2
   | succ k ih =>
```

Diagnosis. The error is in the case k = 0, where two nested uses of `congrFun` are meant to take the (m, n) entry of a matrix equation. The outer `congrFun` needs an equation between functions. The inner one offers `(?m.92 * ?m.91) m = 1 m`, in which the factors are still unknown, and `?m.95` stands where `h1` should be. Lean has therefore not yet used `h1` to learn that the factors are matrices, and it can't match the two sides, which should be rows, with the functions it expects.

The repair first states the reversed product as `h3`, with its matrices written out, so `mul_eq_one_comm.mp h1` is checked against a known type. Then `congrArg` applies to both sides of `h3` a function that takes a matrix `M` to its entry `M m n`. The type of `M` is given, so nothing has to be guessed about rows or columns. The closing `simpa` is unchanged.
